# A Nearest-Neighbour Ring Closed with a Phase Has the Spectrum of a Shifted k Mesh

Take four cells in a ring, each with one orbital of energy zero, joined by a real hopping $t$, and let the closing hop change sign. The usual mesh $k=0,\pi/2,\pi,3\pi/2$ predicts the levels $2t,0,-2t,0$. The ring in fact has $\sqrt2\,t$ and $-\sqrt2\,t$, each twice. Shifting the mesh by an amount set by the closing phase removes the discrepancy, and the two calculations then agree for any number of orbitals per cell.

## Bloch waves that absorb the closing phase

Number the cells $m=0,\dots,N-1$, with $N\ge1$. Let $A$ be the onsite block and $B$ the block with row cell $m$ and column cell $m+1$. The closing block, from row cell $N-1$ to column cell $0$, is $e^{i\theta}B$. The angle $\theta$ stands for a twisted boundary condition or, equivalently, a magnetic flux through the ring. Let $T$ be the $N\times N$ matrix with ones on the forward bonds and $e^{i\theta}$ on the closing bond. The Hamiltonian is

$$H=A\otimes 1+B\otimes T+B^\dagger\otimes T^\dagger .$$

With $k_j=(2\pi j+\theta)/N$ and $H(k)=A+e^{ik}B+e^{-ik}B^\dagger$, the claim is

$$\det(x-H)=\prod_{j=0}^{N-1}\det\bigl(x-H(k_j)\bigr).$$

Put the waves $W_{mj}=e^{ik_jm}$ into the columns of a matrix $W$. Their overlaps are

$$(W^\dagger W)_{jl}=\sum_{m=0}^{N-1}z^m,\qquad z=e^{2\pi i(l-j)/N}.$$

For $j=l$ the sum is $N$. For $j\ne l$ we have $0<|l-j|<N$, so $z\ne1$, while $z^N=1$. Then $(z-1)\sum_m z^m=z^N-1=0$ forces the sum to vanish. Hence $W^\dagger W=N$, and the normalised waves are $e^{ik_jm}/\sqrt N$.

Next apply $T$. For $m<N-1$,

$$(TW)_{mj}=e^{ik_j(m+1)}=e^{ik_j}W_{mj}.$$

In the last row $(TW)_{N-1,j}=e^{i\theta}$, and the eigenvalue equation requires $e^{ik_j}e^{ik_j(N-1)}=e^{iNk_j}=e^{i(2\pi j+\theta)}$, which is the same number. So $TW=WD$ with $D=\mathrm{diag}(e^{ik_j})$.

The adjoint of this equation is $W^\dagger T^\dagger=D^\dagger W^\dagger$. Since $W$ is square, $WW^\dagger=N$ as well, and

$$T^\dagger W=\tfrac1N WW^\dagger T^\dagger W=\tfrac1N WD^\dagger W^\dagger W=WD^\dagger .$$

Therefore

$$H(1\otimes W)=(1\otimes W)\,(A\otimes1+B\otimes D+B^\dagger\otimes D^\dagger).$$

The last bracket is block-diagonal in $j$, with blocks $H(k_j)$. Similar matrices have the same characteristic polynomial, and the determinant of a block-diagonal matrix is the product over its blocks. This proves the claim.

## The ring and its Bloch blocks as matrices

In the code, the finite type `n` labels the orbitals of one cell and `Fin N` labels the cells.

```lean
import Mathlib

open Matrix
open scoped Kronecker

namespace TwistedSupercell

noncomputable section

variable {n : Type*} [Fintype n] [DecidableEq n]
```

The mesh point is a real number, defined for every natural label `j`.

```lean
/-- The mesh point `k_j = (2πj + θ)/N`, for `N ≥ 1`. -/
def momentum (N : ℕ) (θ : ℝ) (j : ℕ) : ℝ := (2 * Real.pi * j + θ) / N
```

The matrix $T$ is written entry by entry. For $N=1$ the only bond is the closing one, from the cell to itself. For $N=2$ two bonds join the same pair of cells, and their contributions add.

```lean
/-- Translation by one cell on a ring of `N` cells: every bond from a cell to the next has
amplitude one, except the closing bond, which carries the phase `exp(iθ)`. -/
def twistedShift (N : ℕ) (θ : ℝ) : Matrix (Fin N) (Fin N) ℂ :=
  Matrix.of fun i j =>
    if i.val + 1 = j.val then 1
    else if i.val + 1 = N ∧ j.val = 0 then Complex.exp (θ * Complex.I) else 0
```

The symbol `⊗ₖ` is the Kronecker product, and `ᴴ` is the conjugate transpose. The definition fixes an orthonormal basis, one dimension and hopping between neighbouring cells only.

```lean
/-- The ring Hamiltonian, indexed by (orbital, cell): onsite block `A`, hopping block `B`
along the twisted translation, and the adjoint hopping backwards. -/
def ringHamiltonian (N : ℕ) (A B : Matrix n n ℂ) (θ : ℝ) :
    Matrix (n × Fin N) (n × Fin N) ℂ :=
  A ⊗ₖ (1 : Matrix (Fin N) (Fin N) ℂ) + B ⊗ₖ twistedShift N θ + Bᴴ ⊗ₖ (twistedShift N θ)ᴴ

/-- The Bloch Hamiltonian `H(k) = A + exp(ik) B + exp(-ik) B†` of one primitive cell. -/
def blochHamiltonian (A B : Matrix n n ℂ) (k : ℝ) : Matrix n n ℂ :=
  A + Complex.exp (k * Complex.I) • B + Complex.exp (-(k * Complex.I)) • Bᴴ
```

The waves are left unnormalised, so a factor $1/N$ appears in the orthogonality relation.

```lean
/-- The matrix whose column `j` is the Bloch wave `exp(i k_j m)` over the cells `m`. -/
def blochWaves (N : ℕ) (θ : ℝ) : Matrix (Fin N) (Fin N) ℂ :=
  Matrix.of fun m j => Complex.exp (momentum N θ j.val * (m.val : ℂ) * Complex.I)
```

The backward hopping is the adjoint of the forward one by construction, so only $A$ needs a hypothesis for the ring to be Hermitian. Without any condition on $A$ this fails: one orbital with $A=i$ and $B=0$ gives $H=i\,1$, which is not Hermitian. The factorisation still holds there, with both sides equal to $(x-i)^N$.

```lean
omit [Fintype n] [DecidableEq n] in
/-- If the onsite block is Hermitian, so is the Hamiltonian of the twisted ring. -/
theorem ringHamiltonian_isHermitian (N : ℕ) {A : Matrix n n ℂ} (hA : A.IsHermitian)
    (B : Matrix n n ℂ) (θ : ℝ) : (ringHamiltonian N A B θ).IsHermitian := by
  unfold Matrix.IsHermitian
  simp only [ringHamiltonian, conjTranspose_add, conjTranspose_kronecker,
    conjTranspose_conjTranspose, conjTranspose_one, hA.eq]
  abel
```

## Orthogonality and the two translations

The instance `[NeZero N]` says $N\ge1$. In the next proof, `key` rewrites the overlap as the geometric sum, `hzN` is $z^N=1$ and `hz1` is $z\ne1$. The latter holds because two labels below $N$ cannot differ by a non-zero multiple of $N$. The identity `geom_sum_mul` then makes the sum vanish.

```lean
/-- The Bloch waves of the shifted mesh are orthogonal, each with squared norm `N`. -/
theorem blochWaves_orthogonal (N : ℕ) [NeZero N] (θ : ℝ) :
    ((N : ℂ)⁻¹ • (blochWaves N θ)ᴴ) * blochWaves N θ = 1 := by
  have hN : (N : ℂ) ≠ 0 := Nat.cast_ne_zero.mpr (NeZero.ne N)
  have hinv := mul_inv_cancel₀ hN
  ext j l
  -- the overlap of two waves is a geometric sum
  have key : ((blochWaves N θ)ᴴ * blochWaves N θ) j l = ∑ i ∈ Finset.range N,
      (Complex.exp (2 * Real.pi * ((l.val : ℂ) - j.val) / N * Complex.I)) ^ i := by
    rw [Matrix.mul_apply, ← Fin.sum_univ_eq_sum_range (fun i =>
      (Complex.exp (2 * Real.pi * ((l.val : ℂ) - j.val) / N * Complex.I)) ^ i) N]
    refine Finset.sum_congr rfl fun i _ => ?_
    simp only [conjTranspose_apply, blochWaves, Matrix.of_apply, Complex.star_def,
      ← Complex.exp_conj, ← Complex.exp_nat_mul, ← Complex.exp_add]
    congr 1
    simp only [map_mul, Complex.conj_ofReal, Complex.conj_I, map_natCast, momentum]
    push_cast
    ring
  rw [Matrix.smul_mul, Matrix.smul_apply, key]
  by_cases h : j = l
  · subst h
    simp [hN]
  · have hzN : (Complex.exp (2 * Real.pi * ((l.val : ℂ) - j.val) / N * Complex.I)) ^ N = 1 := by
      rw [← Complex.exp_nat_mul, Complex.exp_eq_one_iff]
      refine ⟨(l.val : ℤ) - (j.val : ℤ), ?_⟩
      push_cast
      linear_combination (2 * Real.pi * ((l.val : ℂ) - j.val) * Complex.I) * hinv
    have hz1 : Complex.exp (2 * Real.pi * ((l.val : ℂ) - j.val) / N * Complex.I) ≠ 1 := by
      intro h1
      obtain ⟨m, hm⟩ := Complex.exp_eq_one_iff.mp h1
      have h2 : (l.val : ℂ) - j.val = m * N := by
        apply mul_left_cancel₀ Complex.two_pi_I_ne_zero
        linear_combination (N : ℂ) * hm
          - (2 * Real.pi * Complex.I * ((l.val : ℂ) - j.val)) * hinv
      have h3 : (l.val : ℤ) - (j.val : ℤ) = m * (N : ℤ) := by exact_mod_cast h2
      have hl := l.isLt
      have hj := j.isLt
      -- two mesh labels below `N` cannot differ by a non-zero multiple of `N`
      rcases lt_trichotomy m 0 with hm0 | hm0 | hm0
      · have := mul_nonneg (show (0 : ℤ) ≤ -1 - m by omega) (show (0 : ℤ) ≤ N by omega)
        have h4 : (-1 - m) * (N : ℤ) = -N - m * N := by ring
        omega
      · rw [hm0, zero_mul] at h3
        exact h (Fin.ext (by omega))
      · have := mul_nonneg (show (0 : ℤ) ≤ m - 1 by omega) (show (0 : ℤ) ≤ N by omega)
        have h4 : (m - 1) * (N : ℤ) = m * N - N := by ring
        omega
    have hs := geom_sum_mul
      (Complex.exp (2 * Real.pi * ((l.val : ℂ) - j.val) / N * Complex.I)) N
    rw [hzN, sub_self] at hs
    rw [(mul_eq_zero.mp hs).resolve_right (sub_ne_zero.mpr hz1), smul_zero,
      Matrix.one_apply_ne h]
```

The eigenvalue equation for $T$ splits into the two cases above. In each row a single term of the matrix product survives, and at the closing bond `hk` supplies $Nk_j=2\pi j+\theta$.

```lean
/-- Each Bloch wave of the shifted mesh is an eigenvector of the twisted translation, with
eigenvalue `exp(i k_j)`. -/
theorem twistedShift_mul_blochWaves (N : ℕ) [NeZero N] (θ : ℝ) :
    twistedShift N θ * blochWaves N θ = blochWaves N θ *
      diagonal (fun j : Fin N => Complex.exp (momentum N θ j.val * Complex.I)) := by
  have hN : (N : ℂ) ≠ 0 := Nat.cast_ne_zero.mpr (NeZero.ne N)
  ext i j
  rw [Matrix.mul_diagonal, Matrix.mul_apply]
  by_cases h : i.val + 1 < N
  · rw [Finset.sum_eq_single (⟨i.val + 1, h⟩ : Fin N)]
    · rw [show twistedShift N θ i ⟨i.val + 1, h⟩ = 1 by simp [twistedShift], one_mul]
      simp only [blochWaves, Matrix.of_apply]
      rw [← Complex.exp_add]
      congr 1
      push_cast
      ring
    · intro l _ hl
      have h1 : i.val + 1 ≠ l.val := fun e => hl (Fin.ext e.symm)
      simp only [twistedShift, Matrix.of_apply, h1, h.ne, false_and, if_false, zero_mul]
    · simp
  · -- at the closing bond the twist is absorbed by `N k_j = 2πj + θ`
    have hi : i.val + 1 = N := by have := i.isLt; omega
    have hi' : (i.val : ℂ) + 1 = N := by exact_mod_cast hi
    have hk : (momentum N θ j.val : ℂ) * ((i.val : ℂ) + 1) = 2 * Real.pi * j.val + θ := by
      rw [hi']
      unfold momentum
      push_cast
      exact div_mul_cancel₀ _ hN
    rw [Finset.sum_eq_single (⟨0, by omega⟩ : Fin N)]
    · rw [show twistedShift N θ i ⟨0, by omega⟩ = Complex.exp (θ * Complex.I) by
        simp [twistedShift, hi, NeZero.ne N]]
      simp only [blochWaves, Matrix.of_apply, Nat.cast_zero, mul_zero, zero_mul,
        Complex.exp_zero, mul_one]
      rw [← Complex.exp_add, show (momentum N θ j.val : ℂ) * (i.val : ℂ) * Complex.I
        + momentum N θ j.val * Complex.I
        = θ * Complex.I + (j.val : ℂ) * (2 * Real.pi * Complex.I) by
          linear_combination Complex.I * hk,
        Complex.exp_add, Complex.exp_nat_mul_two_pi_mul_I, mul_one]
    · intro l _ hl
      have h1 : i.val + 1 ≠ l.val := by have := l.isLt; omega
      have h2 : l.val ≠ 0 := fun e => hl (Fin.ext e)
      simp only [twistedShift, Matrix.of_apply, h1, h2, and_false, if_false, zero_mul]
    · simp
```

For $T^\dagger$ the proof takes the adjoint of that equation. It writes `G` for $W^\dagger/N$, and `mul_eq_one_comm` turns $GW=1$ into $WG=1$. The `calc` block is the chain of equalities for $T^\dagger W$.

```lean
/-- The same Bloch waves are eigenvectors of the backward translation, with eigenvalues
`exp(-i k_j)`. -/
theorem twistedShift_adjoint_mul_blochWaves (N : ℕ) [NeZero N] (θ : ℝ) :
    (twistedShift N θ)ᴴ * blochWaves N θ = blochWaves N θ *
      diagonal (fun j : Fin N => Complex.exp (-(momentum N θ j.val * Complex.I))) := by
  have hGF := blochWaves_orthogonal N θ
  have hc := congrArg conjTranspose (twistedShift_mul_blochWaves N θ)
  have hD : star (fun j : Fin N => Complex.exp (momentum N θ j.val * Complex.I))
      = fun j : Fin N => Complex.exp (-(momentum N θ j.val * Complex.I)) := by
    funext j
    simp only [Pi.star_apply, Complex.star_def, ← Complex.exp_conj, map_mul,
      Complex.conj_ofReal, Complex.conj_I, mul_neg]
  rw [conjTranspose_mul, conjTranspose_mul, diagonal_conjTranspose, hD] at hc
  have hG : ((N : ℂ)⁻¹ • (blochWaves N θ)ᴴ) * (twistedShift N θ)ᴴ =
      diagonal (fun j : Fin N => Complex.exp (-(momentum N θ j.val * Complex.I))) *
        ((N : ℂ)⁻¹ • (blochWaves N θ)ᴴ) := by
    rw [Matrix.smul_mul, hc, Matrix.mul_smul]
  generalize (N : ℂ)⁻¹ • (blochWaves N θ)ᴴ = G at hGF hG
  have hFG : blochWaves N θ * G = 1 := mul_eq_one_comm.mp hGF
  calc (twistedShift N θ)ᴴ * blochWaves N θ
      = blochWaves N θ * G * (twistedShift N θ)ᴴ * blochWaves N θ := by
        rw [hFG, Matrix.one_mul]
    _ = blochWaves N θ * (G * (twistedShift N θ)ᴴ) * blochWaves N θ := by
        simp only [Matrix.mul_assoc]
    _ = blochWaves N θ * diagonal (fun j : Fin N =>
          Complex.exp (-(momentum N θ j.val * Complex.I))) * (G * blochWaves N θ) := by
        rw [hG]; simp only [Matrix.mul_assoc]
    _ = _ := by rw [hGF, Matrix.mul_one]
```

## Factorising the characteristic polynomial

The block-diagonal step is a lemma about arbitrary square blocks `M j` of equal size. Subtracting their block-diagonal matrix from $x$ times the identity leaves a block-diagonal matrix, whose determinant is the product over the blocks.

```lean
/-- The characteristic polynomial of a block-diagonal matrix is the product of those of its
blocks. -/
theorem charpoly_blockDiagonal {N : ℕ} (M : Fin N → Matrix n n ℂ) :
    (blockDiagonal M).charpoly = ∏ j, (M j).charpoly := by
  have h : charmatrix (blockDiagonal M) = blockDiagonal (fun j => charmatrix (M j)) := by
    ext1 ⟨a, i⟩ ⟨b, j⟩
    by_cases hij : i = j <;>
      simp [charmatrix_apply, blockDiagonal_apply, diagonal_apply, hij]
  simp only [Matrix.charpoly, h, det_blockDiagonal]
```

The main theorem is an equality of complex polynomials, so eigenvalues agree with their multiplicities. It does not assume that $A$ is Hermitian. In the proof, `hK` identifies the block-diagonal matrix with $A\otimes1+B\otimes D+B^\dagger\otimes D^\dagger$, `hMW` is the intertwining relation, and `hsim` solves it for $H$. Then `charpoly_mul_comm`, which says that $XY$ and $YX$ have the same characteristic polynomial, removes the waves.

```lean
/-- A ring of `N ≥ 1` cells closed with phase `exp(iθ)` has as characteristic polynomial the
product of those of the Bloch Hamiltonians on the mesh `k_j = (2πj + θ)/N`. -/
theorem supercell_eq_kmesh (N : ℕ) [NeZero N] (A B : Matrix n n ℂ) (θ : ℝ) :
    (ringHamiltonian N A B θ).charpoly =
      ∏ j : Fin N, (blochHamiltonian A B (momentum N θ j.val)).charpoly := by
  have hGF := blochWaves_orthogonal N θ
  generalize (N : ℂ)⁻¹ • (blochWaves N θ)ᴴ = G at hGF
  have hVW : ((1 : Matrix n n ℂ) ⊗ₖ G) * ((1 : Matrix n n ℂ) ⊗ₖ blochWaves N θ) = 1 := by
    rw [← mul_kronecker_mul, hGF, Matrix.one_mul, one_kronecker_one]
  have hWV := mul_eq_one_comm.mp hVW
  have hK : blockDiagonal (fun j : Fin N => blochHamiltonian A B (momentum N θ j.val)) =
      A ⊗ₖ (1 : Matrix (Fin N) (Fin N) ℂ)
      + B ⊗ₖ diagonal (fun j : Fin N => Complex.exp (momentum N θ j.val * Complex.I))
      + Bᴴ ⊗ₖ diagonal (fun j : Fin N =>
          Complex.exp (-(momentum N θ j.val * Complex.I))) := by
    ext1 ⟨a, i⟩ ⟨b, j⟩
    by_cases h : i = j
    · subst h
      simp only [blockDiagonal_apply, if_true, blochHamiltonian, Matrix.add_apply,
        Matrix.smul_apply, kroneckerMap_apply, one_apply_eq, diagonal_apply_eq, smul_eq_mul]
      ring
    · simp only [blockDiagonal_apply, h, if_false, Matrix.add_apply, kroneckerMap_apply,
        one_apply_ne h, diagonal_apply_ne _ h, mul_zero, add_zero]
  -- the Bloch waves bring the ring Hamiltonian to block-diagonal form
  have hMW : ringHamiltonian N A B θ * ((1 : Matrix n n ℂ) ⊗ₖ blochWaves N θ) =
      ((1 : Matrix n n ℂ) ⊗ₖ blochWaves N θ) *
        blockDiagonal (fun j : Fin N => blochHamiltonian A B (momentum N θ j.val)) := by
    rw [hK]
    simp only [ringHamiltonian, Matrix.add_mul, Matrix.mul_add, ← mul_kronecker_mul,
      Matrix.mul_one, Matrix.one_mul, twistedShift_mul_blochWaves,
      twistedShift_adjoint_mul_blochWaves]
  have hsim : ringHamiltonian N A B θ = ((1 : Matrix n n ℂ) ⊗ₖ blochWaves N θ) *
      (blockDiagonal (fun j : Fin N => blochHamiltonian A B (momentum N θ j.val)) *
        ((1 : Matrix n n ℂ) ⊗ₖ G)) := by
    rw [← Matrix.mul_assoc, ← hMW, Matrix.mul_assoc, hWV, Matrix.mul_one]
  rw [hsim, Matrix.charpoly_mul_comm, Matrix.mul_assoc, hVW, Matrix.mul_one,
    charpoly_blockDiagonal]
```

For a non-interacting one-dimensional model with fixed blocks and hopping between neighbouring cells only, a calculation on the ring of $N$ cells and one on the matching mesh $k_j$ thus give the same one-particle levels. For self-consistent calculations the theorem compares the levels only when both have arrived at the same blocks $A$ and $B$.

## Boundary twists and one-orbital levels

Now give an $N$-cell ring the $M$ twists $\varphi_l=(2\pi l+\theta)/M$, with $0\le l<M$. Its mesh points are

$$\frac{2\pi j+\varphi_l}{N}=\frac{2\pi(l+Mj)+\theta}{NM}.$$

The label $l+Mj$ takes each value from $0$ to $NM-1$ once, so together the twists give the mesh of a single ring of $NM$ cells. In Lean, `finProdFinEquiv` is this relabelling and `hk` is the displayed equation.

```lean
/-- The characteristic polynomials of an `N`-cell ring at the `M` twists `(2πl + θ)/M` multiply
to that of one ring of `N M` cells with twist `θ`, for `N, M ≥ 1`. -/
theorem twist_mesh_eq_larger_supercell (N M : ℕ) [NeZero N] [NeZero M]
    (A B : Matrix n n ℂ) (θ : ℝ) :
    ∏ l : Fin M, (ringHamiltonian N A B (momentum M θ l.val)).charpoly =
      (ringHamiltonian (N * M) A B θ).charpoly := by
  have : NeZero (N * M) := ⟨mul_ne_zero (NeZero.ne N) (NeZero.ne M)⟩
  have hM : (M : ℝ) ≠ 0 := Nat.cast_ne_zero.mpr (NeZero.ne M)
  simp only [supercell_eq_kmesh]
  rw [Finset.prod_comm, ← (finProdFinEquiv : Fin N × Fin M ≃ Fin (N * M)).prod_comp,
    Fintype.prod_prod_type]
  refine Finset.prod_congr rfl fun j _ => Finset.prod_congr rfl fun l _ => ?_
  -- the label of the fine mesh is `l + M j`
  have hv : (finProdFinEquiv (j, l)).val = l.val + M * j.val := rfl
  have hk : momentum N (momentum M θ l.val) j.val
      = momentum (N * M) θ (finProdFinEquiv (j, l)).val := by
    rw [hv]
    unfold momentum
    push_cast
    linear_combination (-(2 * Real.pi * (j.val : ℝ) / N)) * mul_inv_cancel₀ hM
  rw [hk]
```

For one orbital of energy $\varepsilon$ and real hopping $t$, the Bloch block is the number $\varepsilon+te^{ik}+te^{-ik}=\varepsilon+2t\cos k$. The type `Unit` has one element, the single orbital, and the determinant of a $1\times1$ matrix is its entry. With $N=4$, $\varepsilon=0$ and $\theta=\pi$ the mesh is $\pi/4,3\pi/4,5\pi/4,7\pi/4$, which gives the levels $\pm\sqrt2\,t$ of the opening example.

```lean
/-- With one orbital of energy `ε` per cell and real hopping `t`, the levels of the twisted
ring of `N ≥ 1` cells are `ε + 2t cos k_j`, counted with multiplicity. -/
theorem single_orbital_levels (N : ℕ) [NeZero N] (ε t θ : ℝ) :
    (ringHamiltonian N (diagonal fun _ : Unit => (ε : ℂ))
      (diagonal fun _ : Unit => (t : ℂ)) θ).charpoly =
      ∏ j : Fin N, (Polynomial.X -
        Polynomial.C ((ε + 2 * t * Real.cos (momentum N θ j.val) : ℝ) : ℂ)) := by
  rw [supercell_eq_kmesh]
  refine Finset.prod_congr rfl fun j _ => ?_
  have e : blochHamiltonian (diagonal fun _ : Unit => (ε : ℂ))
      (diagonal fun _ : Unit => (t : ℂ)) (momentum N θ j.val) default default
      = ((ε + 2 * t * Real.cos (momentum N θ j.val) : ℝ) : ℂ) := by
    simp only [blochHamiltonian, Matrix.add_apply, Matrix.smul_apply, conjTranspose_apply,
      diagonal_apply_eq, smul_eq_mul, Complex.star_def, Complex.conj_ofReal]
    push_cast
    rw [Complex.cos, neg_mul]
    ring
  rw [Matrix.charpoly, Matrix.det_unique, charmatrix_apply_eq, e]

end

end TwistedSupercell
```

```lean
#print axioms TwistedSupercell.ringHamiltonian_isHermitian
#print axioms TwistedSupercell.supercell_eq_kmesh
#print axioms TwistedSupercell.twist_mesh_eq_larger_supercell
#print axioms TwistedSupercell.single_orbital_levels
```

```
'TwistedSupercell.ringHamiltonian_isHermitian' depends on axioms: [propext, Classical.choice, Quot.sound]
'TwistedSupercell.supercell_eq_kmesh' depends on axioms: [propext, Classical.choice, Quot.sound]
'TwistedSupercell.twist_mesh_eq_larger_supercell' depends on axioms: [propext, Classical.choice, Quot.sound]
'TwistedSupercell.single_orbital_levels' depends on axioms: [propext, Classical.choice, Quot.sound]
```
